# Exponential decay of Wannier coefficients for a periodic function analytic on a strip

How fast does a Wannier function fall off with distance from its home cell? If the Bloch function it is built from continues analytically and periodically to a strip of complex crystal momentum, it falls off at least as fast as an exponential whose rate is the half-width of the strip. To make this precise one must choose what to demand at the edges of the strip. Here the function has to be complex-differentiable inside the strip, but only continuous up to its edges.

This choice includes the common assumption of differentiability on an open set around the strip, and it admits more. A band energy in one dimension typically has square-root branch points where the band meets a neighbour at complex momentum. At such a point the energy stays continuous but loses its derivative, so for the energy the edge of the strip may run through it. Bloch functions normalised at real momentum generally diverge at such points, so for them the strip has to stop short.

## From Bloch functions to Fourier coefficients

Take a one-dimensional crystal with lattice constant 1, so that the crystal momentum $k$ runs over $[0,2\pi]$. Let $\psi_k(r)$ be the Bloch functions of one band at position $r$, in a gauge with $\psi_{k+2\pi}=\psi_k$. Up to normalisation, the home-cell Wannier function is the average of $\psi_k$ over the Brillouin zone. Since $\psi_k(r+R)=e^{ikR}\psi_k(r)$ for an integer $R$, its value at $r+R$ is

$$w(R)=\frac1{2\pi}\int_0^{2\pi}e^{ikR}f(k)\,dk,\qquad f(k)=\psi_k(r).$$

With $f$ equal to the band energy, the same average gives the hopping amplitudes of a tight-binding model, up to the sign convention for $R$. For independent electrons in a single one-dimensional band, the bound below therefore controls the error made when distant hoppings are truncated.

## The bound and its hypotheses

Let $a\ge 0$. Suppose that $f$ is continuous on $|\operatorname{Im}z|\le a$, complex-differentiable on $|\operatorname{Im}z|<a$ and $2\pi$-periodic on the closed strip, with $|f|\le M$ there. Then, for every integer $R$,

$$|w(R)|\le M e^{-a|R|}.$$

The letter $a$ is the half-width of the strip, not the lattice constant. It may be any half-width for which the hypotheses hold; how large it can be is limited by the singularities of $f$ at complex momentum, such as a branch point shared with another band. The constant $M$ limits how large the continued quantity becomes on the way.

To apply the bound to the Wannier function of a band in this one-dimensional model, one needs a periodic gauge in which the Bloch functions continue to the strip as above, with one $M$ for all $r$ in the cell if the estimate is to be uniform in $r$. This is assumed, not derived from a Hamiltonian.

## Moving the contour

Put $g(z)=e^{izR}f(z)$. Because $R$ is an integer,

$$g(z+2\pi)=e^{2\pi iR}e^{izR}f(z)=g(z).$$

Choose a real $b$ with $|b|\le a$ and integrate $g$ around the rectangle with corners $0$, $2\pi$, $2\pi+ib$ and $ib$. Cauchy's theorem gives

$$\int_0^{2\pi}g(x)\,dx-\int_0^{2\pi}g(x+ib)\,dx+i\int_0^b g(2\pi+iy)\,dy-i\int_0^b g(iy)\,dy=0.$$

For $b=0$ the identity is trivial. If $|b|=a>0$, one side lies on the edge of the strip, where $g$ need not be differentiable. In that case apply the theorem with $|b'|<a$ and let $b'\to b$; the integrals converge because $g$ is uniformly continuous on the closed rectangle.

The vertical sides cancel by periodicity, so the first two integrals are equal. Since $e^{i(k+ib)R}=e^{-bR}e^{ikR}$,

$$w(R)=e^{-bR}\,\frac1{2\pi}\int_0^{2\pi}e^{ikR}f(k+ib)\,dk.$$

The integrand has modulus at most $M$, hence $|w(R)|\le Me^{-bR}$. Take $b=a$ for $R\ge0$ and $b=-a$ for $R\le0$. In both cases $bR=a|R|$, which gives the bound.

## Equality, and functions on an open strip

For a given $R$, take $f(z)=e^{-izR}$. At $z=x+iy$ its modulus is $e^{yR}\le e^{a|R|}$, so $M=e^{a|R|}$ will do. The phases cancel in the average, so $w(R)=1=Me^{-a|R|}$. The function changes with $R$: equality is reached at each site by its own plane wave, not by one function at all sites.

The bound $M$ need not be supplied separately. A continuous function is bounded on the compact rectangle $[0,2\pi]\times[-a,a]$, and periodicity carries that bound to the whole strip. If $f$ is known to be differentiable and periodic only on the open strip $|\operatorname{Im}z|<a$, apply this on a closed strip of half-width $b$ with $0\le b<a$. There is then a constant $C$, which may depend on $b$ and $f$ but not on $R$, with $|w(R)|\le Ce^{-b|R|}$.

## The case of zero width

At $a=0$ the closed strip is the real axis and the open strip is empty, so the differentiability condition says nothing. The theorem reduces to $|w(R)|\le M$ for a continuous periodic function: a bound without decay. The plane wave still gives equality, with $M=1$.

## Reading the Lean code

`AnalyticOnStrip a f` bundles continuity, differentiability and periodicity. The type of `f` is `ℂ → ℂ`, so it has values everywhere, but only those on the strip are constrained. `wannier f R` is the average $w(R)$, a complex number and not a function of position; the name is used here for a Fourier coefficient. The site `R : ℤ` is an integer, and `‖·‖` is the complex modulus.

The bound is `wannier_exponential_decay`. The version with differentiability on an open set around the strip follows through `AnalyticOnStrip.of_differentiableOn`, which needs differentiability only on the closed strip, together with periodicity. The equality case is `decay_bound_sharp`, and the open-strip result is `decay_of_open_strip`.

```lean
import Mathlib

open Complex (I)
open scoped Real

namespace WannierDecay

noncomputable section

/-- A function of complex crystal momentum that is continuous on the closed strip
`|Im z| ≤ a`, complex-differentiable inside it, and `2π`-periodic on it. -/
structure AnalyticOnStrip (a : ℝ) (f : ℂ → ℂ) : Prop where
  continuousOn : ContinuousOn f {z | |z.im| ≤ a}
  differentiableOn : DifferentiableOn ℂ f {z | |z.im| < a}
  periodic : ∀ z : ℂ, |z.im| ≤ a → f (z + (2 * π : ℝ)) = f z

/-- The Wannier coefficient at lattice site `R`: the average of `exp(ikR) f(k)` over the
Brillouin zone `[0, 2π]`. -/
def wannier (f : ℂ → ℂ) (R : ℤ) : ℂ :=
  (2 * π)⁻¹ • ∫ k in (0 : ℝ)..2 * π, Complex.exp (I * k * R) * f k

/-- A `2π`-periodic function that is complex-differentiable on the closed strip, for instance
on an open set containing it, is analytic on the strip in the above sense. -/
theorem AnalyticOnStrip.of_differentiableOn {a : ℝ} {f : ℂ → ℂ}
    (hd : DifferentiableOn ℂ f {z | |z.im| ≤ a})
    (hp : ∀ z : ℂ, |z.im| ≤ a → f (z + (2 * π : ℝ)) = f z) : AnalyticOnStrip a f :=
  ⟨hd.continuousOn, hd.mono fun z (hz : |z.im| < a) => show |z.im| ≤ a from hz.le, hp⟩

/-- Multiplication by the lattice phase `exp(izR)`, with `R` an integer, preserves analyticity
and periodicity on the strip. -/
theorem AnalyticOnStrip.mul_phase {a : ℝ} {f : ℂ → ℂ} (h : AnalyticOnStrip a f) (R : ℤ) :
    AnalyticOnStrip a (fun z => Complex.exp (I * z * R) * f z) := by
  have hexp : Differentiable ℂ (fun z : ℂ => Complex.exp (I * z * R)) := by fun_prop
  refine ⟨hexp.continuous.continuousOn.mul h.continuousOn,
    hexp.differentiableOn.mul h.differentiableOn, fun z hz => ?_⟩
  have e : I * (z + (2 * π : ℝ)) * R = I * z * R + R * (2 * π * I) := by
    push_cast
    ring
  show Complex.exp (I * (z + (2 * π : ℝ)) * R) * f (z + (2 * π : ℝ)) = _
  rw [h.periodic z hz, e, Complex.exp_add, Complex.exp_int_mul_two_pi_mul_I, mul_one]

/-- The Brillouin-zone integral of a function analytic and periodic on the strip is unchanged
when the path is moved to `Im k = b`, for `|b| ≤ a`. -/
theorem AnalyticOnStrip.integral_shift {a b : ℝ} {g : ℂ → ℂ} (h : AnalyticOnStrip a g)
    (hb : |b| ≤ a) :
    (∫ k in (0 : ℝ)..2 * π, g k) = ∫ k in (0 : ℝ)..2 * π, g (k + b * I) := by
  have ha : 0 ≤ a := (abs_nonneg b).trans hb
  have hb' := abs_le.1 hb
  have hseg : ∀ y ∈ Set.uIcc 0 b, |y| ≤ a := by
    intro y hy
    rcases Set.mem_uIcc.1 hy with h3 | h3
    · exact abs_le.2 ⟨by linarith [h3.1], by linarith [h3.2]⟩
    · exact abs_le.2 ⟨by linarith [h3.1], by linarith [h3.2]⟩
  -- Cauchy's theorem on the rectangle with corners 0 and 2π + ib
  have key : (∫ x in (0 : ℝ)..2 * π, g (x + ((0 : ℝ) : ℂ) * I))
      - (∫ x in (0 : ℝ)..2 * π, g (x + b * I))
      + I • (∫ y in (0 : ℝ)..b, g (((2 * π : ℝ) : ℂ) + y * I))
      - I • (∫ y in (0 : ℝ)..b, g (((0 : ℝ) : ℂ) + y * I)) = 0 :=
    Complex.integral_boundary_rect_eq_zero_of_continuousOn_of_differentiableOn g 0 ⟨2 * π, b⟩
      (h.continuousOn.mono fun z hz => hseg z.im (Complex.mem_reProdIm.1 hz).2)
      (h.differentiableOn.mono fun z hz => by
        have h2 : min 0 b < z.im ∧ z.im < max 0 b := (Complex.mem_reProdIm.1 hz).2
        exact abs_lt.2 ⟨lt_of_le_of_lt (le_min (by linarith) hb'.1) h2.1,
          lt_of_lt_of_le h2.2 (max_le ha hb'.2)⟩)
  -- the vertical sides agree by periodicity
  have hside : (∫ y in (0 : ℝ)..b, g (((2 * π : ℝ) : ℂ) + y * I))
      = ∫ y in (0 : ℝ)..b, g (((0 : ℝ) : ℂ) + y * I) := by
    apply intervalIntegral.integral_congr
    intro y hy
    have e := h.periodic (y * I) (by simpa using hseg y hy)
    show g (((2 * π : ℝ) : ℂ) + y * I) = g (((0 : ℝ) : ℂ) + y * I)
    rw [Complex.ofReal_zero, zero_add, add_comm]
    exact e
  rw [hside, add_sub_cancel_right] at key
  simp only [Complex.ofReal_zero, zero_mul, add_zero] at key
  exact sub_eq_zero.1 key

/-- For `f` analytic and periodic on the strip and `|b| ≤ a`, the Wannier coefficient of `f`
at `R` is `exp(-bR)` times that of the shifted function `f(k + ib)`. -/
theorem AnalyticOnStrip.wannier_shift {a b : ℝ} {f : ℂ → ℂ} (h : AnalyticOnStrip a f)
    (hb : |b| ≤ a) (R : ℤ) :
    wannier f R = (Real.exp (-(b * R)) : ℂ) * wannier (fun z => f (z + b * I)) R := by
  have e : (∫ k in (0 : ℝ)..2 * π, Complex.exp (I * k * R) * f k)
      = ∫ k in (0 : ℝ)..2 * π, Complex.exp (I * (k + b * I) * R) * f (k + b * I) :=
    (h.mul_phase R).integral_shift hb
  unfold wannier
  rw [e, mul_smul_comm, ← intervalIntegral.integral_const_mul]
  congr 1
  apply intervalIntegral.integral_congr
  intro k _
  have hk : I * (k + b * I) * R = ((-(b * R) : ℝ) : ℂ) + I * k * R := by
    push_cast
    linear_combination (b * R : ℂ) * Complex.I_sq
  show Complex.exp (I * (k + b * I) * R) * f (k + b * I)
    = (Real.exp (-(b * R)) : ℂ) * (Complex.exp (I * k * R) * f (k + b * I))
  rw [hk, Complex.exp_add, Complex.ofReal_exp]
  ring

/-- If `|f| ≤ M` at all real momenta, every Wannier coefficient is at most `M` in modulus. -/
theorem norm_wannier_le {f : ℂ → ℂ} {M : ℝ} (hM : ∀ k : ℝ, ‖f k‖ ≤ M) (R : ℤ) :
    ‖wannier f R‖ ≤ M := by
  have hint : ‖∫ k in (0 : ℝ)..2 * π, Complex.exp (I * k * R) * f k‖ ≤ M * |2 * π - 0| := by
    apply intervalIntegral.norm_integral_le_of_norm_le_const
    intro k _
    have h1 : ‖Complex.exp (I * k * R)‖ = 1 := by simp [Complex.norm_exp]
    rw [norm_mul, h1, one_mul]
    exact hM k
  rw [sub_zero, abs_of_pos Real.two_pi_pos] at hint
  unfold wannier
  rw [norm_smul, Real.norm_of_nonneg (inv_pos.2 Real.two_pi_pos).le,
    inv_mul_le_iff₀ Real.two_pi_pos]
  linarith

/-- Exponential localisation: for `a ≥ 0`, if `f` is analytic and periodic on the strip `|Im z| ≤ a`
and bounded there by `M`, then `|w(R)| ≤ M exp(-a|R|)` at every lattice site `R`. -/
theorem wannier_exponential_decay {a M : ℝ} {f : ℂ → ℂ} (ha : 0 ≤ a)
    (h : AnalyticOnStrip a f) (hM : ∀ z : ℂ, |z.im| ≤ a → ‖f z‖ ≤ M) (R : ℤ) :
    ‖wannier f R‖ ≤ M * Real.exp (-(a * |(R : ℝ)|)) := by
  -- shift up for R ≥ 0 and down for R ≤ 0
  obtain ⟨b, hb, hR⟩ : ∃ b : ℝ, |b| ≤ a ∧ b * R = a * |(R : ℝ)| := by
    rcases le_total 0 (R : ℝ) with h0 | h0
    · exact ⟨a, (abs_of_nonneg ha).le, by rw [abs_of_nonneg h0]⟩
    · exact ⟨-a, by rw [abs_neg, abs_of_nonneg ha], by rw [abs_of_nonpos h0]; ring⟩
  have hle : ‖wannier (fun z => f (z + b * I)) R‖ ≤ M :=
    norm_wannier_le (f := fun z => f (z + b * I))
      (fun k => hM (k + b * I) (by simpa using hb)) R
  rw [h.wannier_shift hb R, norm_mul, Complex.norm_real,
    Real.norm_of_nonneg (Real.exp_pos _).le, hR]
  linarith [mul_le_mul_of_nonneg_left hle (Real.exp_pos (-(a * |(R : ℝ)|))).le]

/-- The bound is sharp: the plane wave `exp(-izR)` is analytic and periodic on the strip,
bounded there by `M = exp(a|R|)`, and its coefficient at `R` has modulus `M exp(-a|R|)`. -/
theorem decay_bound_sharp (a : ℝ) (R : ℤ) :
    AnalyticOnStrip a (fun z => Complex.exp (-(I * z * R))) ∧
    (∀ z : ℂ, |z.im| ≤ a → ‖Complex.exp (-(I * z * R))‖ ≤ Real.exp (a * |(R : ℝ)|)) ∧
    ‖wannier (fun z => Complex.exp (-(I * z * R))) R‖
      = Real.exp (a * |(R : ℝ)|) * Real.exp (-(a * |(R : ℝ)|)) := by
  refine ⟨?_, fun z hz => ?_, ?_⟩
  · have h1 : AnalyticOnStrip a (fun _ => (1 : ℂ)) :=
      ⟨continuousOn_const, differentiableOn_const _, fun _ _ => rfl⟩
    simpa using h1.mul_phase (-R)
  · have hre : (-(I * z * R)).re = z.im * R := by simp
    rw [Complex.norm_exp, hre]
    apply Real.exp_le_exp.2
    calc z.im * R ≤ |z.im * R| := le_abs_self _
      _ = |z.im| * |(R : ℝ)| := abs_mul _ _
      _ ≤ a * |(R : ℝ)| := mul_le_mul_of_nonneg_right hz (abs_nonneg _)
  · have hk : ∀ k : ℝ, Complex.exp (I * k * R) * Complex.exp (-(I * k * R)) = 1 := by
      intro k
      rw [← Complex.exp_add, add_neg_cancel, Complex.exp_zero]
    simp only [wannier, hk, intervalIntegral.integral_const, sub_zero, smul_smul]
    rw [inv_mul_cancel₀ Real.two_pi_pos.ne', one_smul, norm_one, ← Real.exp_add,
      add_neg_cancel, Real.exp_zero]

/-- A function analytic and periodic on the closed strip is bounded there. -/
theorem AnalyticOnStrip.bounded {a : ℝ} {f : ℂ → ℂ} (h : AnalyticOnStrip a f) :
    ∃ M : ℝ, ∀ z : ℂ, |z.im| ≤ a → ‖f z‖ ≤ M := by
  have hK : IsCompact (Complex.reProdIm (Set.Icc 0 (2 * π)) (Set.Icc (-a) a)) :=
    isCompact_Icc.reProdIm isCompact_Icc
  obtain ⟨M, hM⟩ := hK.exists_bound_of_continuousOn
    (h.continuousOn.mono fun z hz => abs_le.2 (Complex.mem_reProdIm.1 hz).2)
  refine ⟨M, fun z hz => ?_⟩
  -- fold the real part of z back into the Brillouin zone
  have hper : Function.Periodic (fun x : ℝ => f (x + z.im * I)) (2 * π) := by
    intro x
    have e := h.periodic (x + z.im * I) (by simpa using hz)
    show f (((x + 2 * π : ℝ) : ℂ) + z.im * I) = f (x + z.im * I)
    rw [← e]
    congr 1
    push_cast
    ring
  obtain ⟨x, hx, e⟩ := hper.exists_mem_Ico₀ Real.two_pi_pos z.re
  have e' : f z = f (x + z.im * I) := by simpa only [Complex.re_add_im] using e
  have hx' : x ∈ Set.Icc 0 (2 * π) := ⟨hx.1, hx.2.le⟩
  have hz' : z.im ∈ Set.Icc (-a) a := abs_le.1 hz
  rw [e']
  exact hM _ (Complex.mem_reProdIm.2 ⟨by simpa using hx', by simpa using hz'⟩)

/-- If `f` is complex-differentiable and `2π`-periodic on the open strip `|Im z| < a`, its
Wannier coefficients decay at every rate `0 ≤ b < a`, with one constant for all sites. -/
theorem decay_of_open_strip {a b : ℝ} {f : ℂ → ℂ} (hb : 0 ≤ b) (hba : b < a)
    (hd : DifferentiableOn ℂ f {z | |z.im| < a})
    (hp : ∀ z : ℂ, |z.im| < a → f (z + (2 * π : ℝ)) = f z) :
    ∃ C : ℝ, ∀ R : ℤ, ‖wannier f R‖ ≤ C * Real.exp (-(b * |(R : ℝ)|)) := by
  have h : AnalyticOnStrip b f := AnalyticOnStrip.of_differentiableOn
    (hd.mono fun z (hz : |z.im| ≤ b) => show |z.im| < a from lt_of_le_of_lt hz hba)
    fun z hz => hp z (lt_of_le_of_lt hz hba)
  obtain ⟨C, hC⟩ := h.bounded
  exact ⟨C, wannier_exponential_decay hb h hC⟩

end

end WannierDecay
```

```lean
#print axioms WannierDecay.wannier_exponential_decay
-- 'WannierDecay.wannier_exponential_decay' depends on axioms: [propext, Classical.choice, Quot.sound]
#print axioms WannierDecay.decay_bound_sharp
-- 'WannierDecay.decay_bound_sharp' depends on axioms: [propext, Classical.choice, Quot.sound]
#print axioms WannierDecay.decay_of_open_strip
-- 'WannierDecay.decay_of_open_strip' depends on axioms: [propext, Classical.choice, Quot.sound]
```

## Cauchy's theorem on a rectangle in Mathlib

The contour shift in `AnalyticOnStrip.integral_shift` rests on `Complex.integral_boundary_rect_eq_zero_of_continuousOn_of_differentiableOn`. This theorem takes two opposite corners, here `0` and `⟨2 * π, b⟩`, and asks for continuity on the closed rectangle and differentiability in its interior. These are the conditions that `AnalyticOnStrip` provides, so the limit $b'\to b$ taken by hand is not needed in the Lean proof.

The corners may come in either order. The closed side is the unordered interval `Set.uIcc 0 b`, and the interior is described with `min 0 b` and `max 0 b`. One application therefore serves upward and downward shifts. The auxiliary fact `hseg` treats the two signs of `b` when it checks that the rectangle stays in the strip.

The result, `key`, is the four-integral identity above. Periodicity gives `hside`, the equality of the two vertical integrals, and rewriting with it leaves the equality of the horizontal ones.

## The remaining lemmas

`AnalyticOnStrip.mul_phase` shows that $g$ inherits the properties of $f$. Its periodicity uses `Complex.exp_int_mul_two_pi_mul_I`, which is $e^{2\pi iR}=1$ for integer $R$.

`AnalyticOnStrip.wannier_shift` applies the contour shift to $g$ and takes out the factor $e^{-bR}$. The `linear_combination` step supplies $i^2=-1$ in the exponent.

`norm_wannier_le` bounds a coefficient by the bound on its function at real momenta: the phase has modulus one, and the length $2\pi$ of the interval cancels the prefactor.

In `wannier_exponential_decay`, the `obtain` line produces the shift `b` with `b * R = a * |(R : ℝ)|` by splitting on the sign of `R`. The two preceding lemmas then give the estimate.

`decay_bound_sharp` obtains the regularity of the plane wave by applying `mul_phase` to the constant function 1 with `-R`. It then bounds the real part of the exponent and evaluates the average directly.

`AnalyticOnStrip.bounded` gets its constant from compactness, and uses `exists_mem_Ico₀` to move the real part of `z` into the Brillouin zone. `decay_of_open_strip` restricts the function to the closed strip of half-width `b`, takes the constant from `bounded`, and applies the main theorem.
